# At a stationary point, an invertible Dq makes the Cartesian and internal Hessians positive definite together

A second derivative can be a table of partial derivatives or a bilinear map. Here it is the map: the Fréchet derivative of the Fréchet derivative, written $D^2f(x)(u,v)$, with $u$ the direction of the outer differentiation. Matrices come later, as its entries in a basis.

Geometries live in a real normed space $X$ (Cartesian) and internal coordinates in $Y$; $\mathbb R^n$ is a special case. The coordinate map is $q:X\to Y$, the energy in internal coordinates is $V:Y\to\mathbb R$, and $E(x)=V(q(x))$. Smoothness is assumed only near the geometry considered, since bond lengths and angles are not smooth everywhere; `ContDiffAt ℝ 2 q x` says that $q$ is $C^2$ near $x$.

```lean
import Mathlib

open scoped Topology Matrix

namespace InternalCoordinates

noncomputable section

variable {X Y : Type*} [NormedAddCommGroup X] [NormedSpace ℝ X]
  [NormedAddCommGroup Y] [NormedSpace ℝ Y]

/-- The second derivative of `f` at `x`, a bilinear map of two displacements. -/
def secondDeriv (f : X → Y) (x : X) : X →L[ℝ] X →L[ℝ] Y :=
  fderiv ℝ (fderiv ℝ f) x
```

Positive definite means strictly positive curvature along every nonzero displacement.

```lean
/-- The Hessian of the energy `f` at `x` is positive definite: the curvature is strictly
positive along every nonzero displacement. -/
def HessianPosDef (f : X → ℝ) (x : X) : Prop :=
  ∀ u : X, u ≠ 0 → 0 < secondDeriv f x u u
```

### (a) Differentiating the first derivative

Let $f$ be $C^2$ at $x$. Show that $y\mapsto Df(y)$ is differentiable at $x$.

**Solution.** Taking one derivative costs one order of smoothness, so $Df$ is $C^1$ at $x$, hence differentiable there.

```lean
/-- The first derivative of a function that is C² at `x` is differentiable at `x`. -/
theorem differentiableAt_fderiv {f : X → Y} {x : X} (hf : ContDiffAt ℝ 2 f x) :
    DifferentiableAt ℝ (fderiv ℝ f) x :=
  (hf.fderiv_right (m := 1) one_add_one_eq_two.le).differentiableAt (by norm_num)
```

### (b) Fixing one displacement

For the same $f$, show that
$$D^2f(x)(u,v)=D\big[y\mapsto Df(y)v\big](x)\,u .$$

**Solution.** By the product rule, the right side is $(D(Df)(x)u)\,v+Df(x)\,0$, because $v$ is constant. The first term is the definition of the left side. In Lean, `clm_apply` is this product rule.

```lean
/-- For `f` of class C² at `x`, the second derivative is the change along `u` of the
directional derivative along `v`. -/
theorem secondDeriv_apply {f : X → Y} {x : X} (hf : ContDiffAt ℝ 2 f x) (u v : X) :
    secondDeriv f x u v = fderiv ℝ (fun y => fderiv ℝ f y v) x u := by
  have h := (differentiableAt_fderiv hf).hasFDerivAt.clm_apply (hasFDerivAt_const v x)
  rw [h.fderiv]
  simp [secondDeriv]
```

### (c) The gradient

Let $q$ be differentiable at $x$ and $V$ at $q(x)$. Show that
$$DE(x)=DV(q(x))\circ Dq(x).$$

**Solution.** To first order $q(x+u)=q(x)+Dq(x)u$, so $E$ changes by $DV(q(x))[Dq(x)u]$.

```lean
/-- Chain rule for the gradient: the Cartesian derivative of the energy is the internal
derivative composed with `Dq`, for `q` differentiable at `x` and `V` at `q x`. -/
theorem fderiv_energy {q : X → Y} {V : Y → ℝ} {x : X}
    (hq : DifferentiableAt ℝ q x) (hV : DifferentiableAt ℝ V (q x)) :
    fderiv ℝ (fun y => V (q y)) x = (fderiv ℝ V (q x)).comp (fderiv ℝ q x) :=
  (hV.hasFDerivAt.comp x hq.hasFDerivAt).fderiv
```

### (d) Stationary geometries

Let $Dq(x)$ also be surjective. Show that
$$DE(x)=0\iff DV(q(x))=0.$$

**Solution.** If $DE(x)=0$, write any $w\in Y$ as $Dq(x)u$; by (c), $DV(q(x))w=DE(x)u=0$. The converse is immediate from (c).

```lean
/-- If `q` and `V` are differentiable at `x` and `q x` and `Dq` is surjective, the geometry is
stationary in Cartesian coordinates exactly when it is stationary in internal ones. -/
theorem stationary_iff {q : X → Y} {V : Y → ℝ} {x : X}
    (hq : DifferentiableAt ℝ q x) (hV : DifferentiableAt ℝ V (q x))
    (hs : Function.Surjective (fderiv ℝ q x)) :
    fderiv ℝ (fun y => V (q y)) x = 0 ↔ fderiv ℝ V (q x) = 0 := by
  rw [fderiv_energy hq hV]
  constructor
  · intro h
    ext w
    obtain ⟨u, rfl⟩ := hs w
    exact DFunLike.congr_fun h u
  · intro h
    rw [h, ContinuousLinearMap.zero_comp]
```

### (e) The Hessian

Let $q$ be $C^2$ at $x$ and $V$ at $q(x)$. Show that
$$D^2E(x)(u,v)=D^2V(q(x))(Dq(x)u,Dq(x)v)+DV(q(x))\big(D^2q(x)(u,v)\big).$$

**Solution.** Fix $v$. At every $y$ near $x$, (c) gives $DE(y)v=DV(q(y))[Dq(y)v]$; this is `hnear`. Differentiate along $u$. Varying $DV(q(y))$ gives the first term by the chain rule (`h1`), and varying $Dq(y)v$ gives the second (`h2`). Part (b) identifies the left side.

```lean
/-- Transformation of the Hessian, for `q` of class C² at `x` and `V` of class C² at `q x`:
the internal Hessian acts on the transformed displacements, and the internal gradient
acts on the second derivative of the coordinates. -/
theorem secondDeriv_energy {q : X → Y} {V : Y → ℝ} {x : X}
    (hq : ContDiffAt ℝ 2 q x) (hV : ContDiffAt ℝ 2 V (q x)) (u v : X) :
    secondDeriv (fun y => V (q y)) x u v =
      secondDeriv V (q x) (fderiv ℝ q x u) (fderiv ℝ q x v) +
        fderiv ℝ V (q x) (secondDeriv q x u v) := by
  have hE : ContDiffAt ℝ 2 (fun y => V (q y)) x := hV.comp x hq
  -- the gradient formula holds at all nearby geometries
  have hnear : (fun y => fderiv ℝ (fun z => V (q z)) y v) =ᶠ[𝓝 x]
      fun y => fderiv ℝ V (q y) (fderiv ℝ q y v) := by
    filter_upwards [hq.eventually (by simp),
      hq.continuousAt.eventually (hV.eventually (by simp))] with y h1 h2
    rw [fderiv_energy (h1.differentiableAt (by norm_num))
      (h2.differentiableAt (by norm_num))]
    rfl
  -- differentiate it by the product rule
  have h1 := (differentiableAt_fderiv hV).hasFDerivAt.comp x
    (hq.differentiableAt (by norm_num)).hasFDerivAt
  have h2 := (differentiableAt_fderiv hq).hasFDerivAt.clm_apply (hasFDerivAt_const v x)
  have h3 : fderiv ℝ (fun y => fderiv ℝ V (q y) (fderiv ℝ q y v)) x = _ :=
    (h1.clm_apply h2).fderiv
  rw [secondDeriv_apply hE, hnear.fderiv_eq, h3]
  simp [secondDeriv, add_comm]
```

### (f) Positive definiteness

Let $Dq(x)$ also be bijective and $DV(q(x))=0$. Show that
$$D^2E(x)\succ0\iff D^2V(q(x))\succ0.$$

**Solution.** The gradient term in (e) vanishes, leaving (`key`)
$$D^2E(x)(u,u)=D^2V(q(x))(Dq(x)u,Dq(x)u).$$
If $E$ has positive curvature and $w\ne0$, surjectivity gives $w=Dq(x)u$ with $u\neq0$, so $V$ has positive curvature along $w$. Conversely, if $u\ne0$, injectivity gives $Dq(x)u\ne0$, so positivity passes from $V$ to $E$.

In structure optimization, the Hessian test for a minimum thus gives the same verdict in both coordinate systems, provided overall translations and rotations have been removed from $X$ and the internal coordinates are complete and independent to first order at the geometry considered, so that $Dq(x)$ is invertible.

```lean
/-- Let `q` be C² at `x` and `V` be C² at `q x`, with `Dq` invertible and the internal gradient
zero. Then the Cartesian Hessian is positive definite exactly when the internal one is. -/
theorem hessianPosDef_iff {q : X → Y} {V : Y → ℝ} {x : X}
    (hq : ContDiffAt ℝ 2 q x) (hV : ContDiffAt ℝ 2 V (q x))
    (hb : Function.Bijective (fderiv ℝ q x)) (h0 : fderiv ℝ V (q x) = 0) :
    HessianPosDef (fun y => V (q y)) x ↔ HessianPosDef V (q x) := by
  have key : ∀ u, secondDeriv (fun y => V (q y)) x u u =
      secondDeriv V (q x) (fderiv ℝ q x u) (fderiv ℝ q x u) := fun u => by
    rw [secondDeriv_energy hq hV, h0, zero_apply, add_zero]
  constructor
  · -- every internal displacement comes from a Cartesian one
    intro h w hw
    obtain ⟨u, rfl⟩ := hb.2 w
    rw [← key]
    exact h u fun hu => hw (by rw [hu, map_zero])
  · -- no nonzero Cartesian displacement is lost
    intro h u hu
    rw [key]
    exact h _ fun hw => hu (hb.1 (by rw [hw, map_zero]))
```

### (g) Entries of a bilinear form

Now take $X=\mathbb R^\iota$ and $Y=\mathbb R^\kappa$ with finite index sets and standard basis vectors $e_i$, which are `Pi.single i 1` in Lean. The Wilson matrix is $B_{ki}=(Dq(x)e_i)_k$.

```lean
variable {ι κ : Type*} [Fintype ι] [DecidableEq ι] [Fintype κ] [DecidableEq κ]

/-- The Wilson B matrix: derivatives of the internal coordinates with respect to the
Cartesian ones. -/
def wilsonB (q : (ι → ℝ) → (κ → ℝ)) (x : ι → ℝ) : Matrix κ ι ℝ :=
  Matrix.of fun k i => fderiv ℝ q x (Pi.single i 1) k

/-- The matrix of second derivatives of an energy in the standard basis. -/
def hessianMatrix (f : (ι → ℝ) → ℝ) (x : ι → ℝ) : Matrix ι ι ℝ :=
  Matrix.of fun i j => secondDeriv f x (Pi.single i 1) (Pi.single j 1)
```

For a bilinear form $L$ on $\mathbb R^\kappa$, show that
$$L(a,b)=\sum_l\Big(\sum_k a_kL(e_k,e_l)\Big)b_l .$$

**Solution.** Expand $b=\sum_l b_le_l$, then $a=\sum_k a_ke_k$, using linearity in each slot. The auxiliary `hb` does one slot.

```lean
/-- A bilinear form is determined by its entries in the standard basis. -/
theorem bilinear_expand (L : (κ → ℝ) →L[ℝ] (κ → ℝ) →L[ℝ] ℝ) (a b : κ → ℝ) :
    L a b = ∑ l, (∑ k, a k * L (Pi.single k 1) (Pi.single l 1)) * b l := by
  have hb : ∀ (M : (κ → ℝ) →L[ℝ] ℝ) (c : κ → ℝ),
      M c = ∑ l, M (Pi.single l 1) * c l := by
    intro M c
    have hc : c = ∑ l, c l • (Pi.single l (1 : ℝ) : κ → ℝ) := by
      ext j
      simp [Finset.sum_apply, Pi.single_apply]
    conv_lhs => rw [hc]
    simp only [map_sum, map_smul, smul_eq_mul, mul_comm]
  rw [hb (L a) b]
  refine Finset.sum_congr rfl fun l _ => ?_
  congr 1
  exact (hb (L.flip (Pi.single l 1)) a).trans
    (Finset.sum_congr rfl fun k _ => mul_comm _ _)
```

### (h) The Hessian matrix

Let $H_E$ be the Hessian matrix of $E$ at $x$ and $H$ that of $V$ at $q(x)$, with $q$, $V$ as in (e) and $DV(q(x))=0$. Show that
$$H_E=B^{\mathsf T}HB .$$

**Solution.** By (e), then (g) with $a=Dq(x)e_i$ and $b=Dq(x)e_j$,
$$(H_E)_{ij}=\sum_l\Big(\sum_kB_{ki}H_{kl}\Big)B_{lj}.$$
$B$ may be rectangular.

```lean
/-- For `q` of class C² at `x` and `V` of class C² at `q x` with zero internal gradient, the
Cartesian Hessian matrix is `Bᵀ H B`, with `H` the internal Hessian matrix. -/
theorem hessianMatrix_stationary {q : (ι → ℝ) → (κ → ℝ)} {V : (κ → ℝ) → ℝ} {x : ι → ℝ}
    (hq : ContDiffAt ℝ 2 q x) (hV : ContDiffAt ℝ 2 V (q x)) (h0 : fderiv ℝ V (q x) = 0) :
    hessianMatrix (fun y => V (q y)) x =
      (wilsonB q x)ᵀ * hessianMatrix V (q x) * wilsonB q x := by
  ext i j
  change secondDeriv (fun y => V (q y)) x (Pi.single i 1) (Pi.single j 1) = _
  rw [secondDeriv_energy hq hV, h0, zero_apply, add_zero,
    bilinear_expand]
  simp only [Matrix.mul_apply, Matrix.transpose_apply, wilsonB, hessianMatrix,
    Matrix.of_apply]
```

### (i) A quadratic in one coordinate

```lean
/-- The function `a y + b y²` of one real coordinate. -/
def quadratic (a b : ℝ) : ℝ → ℝ := fun y => a * y + b * y ^ 2
```

For $f(y)=ay+by^2$, show that
$$Df(x)v=v(a+2bx),\qquad D^2f(x)(u,v)=2b\,uv .$$

**Solution.** Differentiate once, hold $v$ fixed as in (b), and differentiate again.

```lean
/-- First and second derivatives of `a y + b y²`, applied to displacements. -/
theorem quadratic_derivs (a b x u v : ℝ) :
    fderiv ℝ (quadratic a b) x v = v * (a + 2 * b * x) ∧
      secondDeriv (quadratic a b) x u v = u * (v * (2 * b)) := by
  have h1 : ∀ y w : ℝ, fderiv ℝ (quadratic a b) y w = w * (a + 2 * b * y) := by
    intro y w
    have hsq : HasDerivAt (fun z : ℝ => z ^ 2) (2 * y) y := by
      simpa using hasDerivAt_pow 2 y
    have h : HasDerivAt (quadratic a b) (a + 2 * b * y) y :=
      (((hasDerivAt_id' y).const_mul a).fun_add (hsq.const_mul b)).congr_deriv (by ring)
    rw [h.hasFDerivAt.fderiv]
    simp
  refine ⟨h1 x v, ?_⟩
  have hc : ContDiffAt ℝ 2 (quadratic a b) x := by
    unfold quadratic
    fun_prop
  have h2 : HasDerivAt (fun y : ℝ => v * (a + 2 * b * y)) (v * (2 * b)) x :=
    ((((hasDerivAt_id' x).const_mul (2 * b)).const_add a).const_mul v).congr_deriv (by ring)
  rw [secondDeriv_apply hc, funext fun y => h1 y v, h2.hasFDerivAt.fderiv]
  simp
```

### (j) A nonzero gradient

Take $q(x)=x-2x^2$ and $V(y)=y+y^2$. Show that $Dq(0)$ is bijective and $V$ has positive curvature at $q(0)$ but nonzero gradient, while
$$D^2E(0)(1,1)=-2 .$$

**Solution.** Here $q(0)=0$, $Dq(0)v=v$, $DV(0)w=w$ and $D^2V(0)(w,w)=2w^2$. Since $D^2q(0)(1,1)=-4$, (e) gives $2-4=-2$. Invertibility of $Dq$ alone therefore does not carry positive definiteness from $V$ to $E$.

```lean
/-- For `q = x - 2x²` and `V = y + y²` at the origin, `Dq` is invertible and the internal
Hessian is positive definite, but the internal gradient is nonzero and the Cartesian
Hessian is not positive definite. -/
theorem stationarity_needed :
    Function.Bijective (fderiv ℝ (quadratic 1 (-2)) 0) ∧
      fderiv ℝ (quadratic 1 1) (quadratic 1 (-2) 0) ≠ 0 ∧
      HessianPosDef (quadratic 1 1) (quadratic 1 (-2) 0) ∧
      ¬ HessianPosDef (fun y => quadratic 1 1 (quadratic 1 (-2) y)) 0 := by
  have hz : quadratic 1 (-2) 0 = 0 := by norm_num [quadratic]
  have hd : ∀ b v : ℝ, fderiv ℝ (quadratic 1 b) 0 v = v := fun b v => by
    rw [(quadratic_derivs 1 b 0 0 v).1]
    ring
  have hs : ∀ b u v : ℝ, secondDeriv (quadratic 1 b) 0 u v = u * (v * (2 * b)) :=
    fun b u v => (quadratic_derivs 1 b 0 u v).2
  have hc : ∀ b x : ℝ, ContDiffAt ℝ 2 (quadratic 1 b) x := fun b x => by
    unfold quadratic
    fun_prop
  refine ⟨⟨fun u v h => ?_, fun v => ⟨v, hd _ v⟩⟩, fun h => ?_, fun u hu => ?_, fun h => ?_⟩
  · rwa [hd, hd] at h
  · rw [hz] at h
    have h1 := hd 1 1
    rw [h, zero_apply] at h1
    exact zero_ne_one h1
  · rw [hz, hs]
    have := mul_self_pos.mpr hu
    linarith
  · -- the curvature along the unit displacement is 2 - 4
    have h1 := h 1 one_ne_zero
    rw [secondDeriv_energy (hc _ _) (hc _ _), hz, hd, hd, hs, hs] at h1
    norm_num at h1

end

end InternalCoordinates
```

```lean
#print axioms InternalCoordinates.stationary_iff
#print axioms InternalCoordinates.hessianPosDef_iff
#print axioms InternalCoordinates.hessianMatrix_stationary
#print axioms InternalCoordinates.stationarity_needed
```

```
'InternalCoordinates.stationary_iff' depends on axioms: [propext, Classical.choice, Quot.sound]
'InternalCoordinates.hessianPosDef_iff' depends on axioms: [propext, Classical.choice, Quot.sound]
'InternalCoordinates.hessianMatrix_stationary' depends on axioms: [propext, Classical.choice, Quot.sound]
'InternalCoordinates.stationarity_needed' depends on axioms: [propext, Classical.choice, Quot.sound]
```
